# The braid relation forbids the content pattern (a, a ± 1, a)

## Three permuted objects

Take ℂ³ with coordinates v₀, v₁, v₂. Let s exchange v₀ and v₁, and let t exchange v₁ and v₂. Both operators are symmetric, both square to the identity, and sts = tst, since either product exchanges v₀ and v₂. Define X = 0, Y = s and Z = t + tst. These obey

sY = 1 = Xs + 1,
tZ = 1 + st = Yt + 1.

Can a vector v have eigenvalues 0, 1, 0 under X, Y, Z? The condition Yv = v says sv = v. Write ⟨·,·⟩ for the inner product, apply tZ = Yt + 1 to v and project on v. With Zv = 0 and Y symmetric,

0 = ⟨v, Y t v⟩ + ⟨v, v⟩ = ⟨v, t v⟩ + ⟨v, v⟩.

Since t preserves length, ⟨v, tv⟩ = −⟨v, v⟩ forces tv = −v. Then sts v = −v and tst v = +v, so v = 0. Coordinates confirm it: for v = (x, x, y) one has Zv = (x + y, x + y, 2x), which vanishes only for x = y = 0. Other lists of eigenvalues do occur. The normalised vector (1, 1, −2)/√6 has eigenvalues 0, 1, −1.

## The claim

Let V be a complex inner-product space of any dimension. Let s and t be symmetric operators on V with s² = t² = 1 and the braid relation sts = tst. Let X be symmetric, and let Y and Z satisfy

sY = Xs + 1,
tZ = Yt + 1.

If ε = ±1 and Xv = av, Yv = (a + ε)v, Zv = av for a complex number a, then v = 0. The choice ε = 1 gives the pattern (a, a + 1, a).

These relations abstract the permutation of identical objects labelled 0, …, n. With Pᵢₖ the transposition of objects i and k, put sₖ = Pₖ,ₖ₊₁ and let Xₖ be the sum of Pᵢₖ over i < k, the Jucys–Murphy elements. Conjugating Xₖ₊₁ by sₖ relabels k + 1 as k and gives sₖXₖ₊₁sₖ = Xₖ + sₖ, which is sₖXₖ₊₁ = Xₖsₖ + 1. The braid relation says that the two ways of exchanging objects k and k + 2 through neighbouring exchanges agree. In Young's orthogonal basis of an irreducible representation, whose vectors are labelled by standard Young tableaux and are joint eigenvectors of all the Xₖ, the eigenvalue of Xₖ is the content, column index minus row index, of the box that holds k, and the list of these eigenvalues is the content vector. For finitely many spins ½ with ħ = 1, and S²(k) the squared total spin of the first k of them, Xₖ = k/2 − 3/4 + S²(k+1) − S²(k), so genealogical spin eigenfunctions are joint eigenvectors of the Xₖ and their eigenvalue lists are subject to the rules below. This link to tableaux and spins serves as orientation and is not among the theorems, which start from the operator relations alone.

## Derivation

First, Y is symmetric. Multiplying sY = Xs + 1 by s from the left gives

Y = sXs + s,

and ⟨sXs x, y⟩ = ⟨Xs x, s y⟩ = ⟨s x, Xs y⟩ = ⟨x, sXs y⟩ for all vectors x, y, while s is symmetric by assumption.

Second, let Xv = av and Yv = bv with v ≠ 0. The number a is real, because ⟨Xv, v⟩ = ⟨v, Xv⟩ reads a*⟨v, v⟩ = a⟨v, v⟩, the star denoting complex conjugation. Applying sY = Xs + 1 to v gives b sv = X sv + v. Projecting on v and moving X to the left,

b⟨v, sv⟩ = ⟨Xv, sv⟩ + ⟨v, v⟩ = a⟨v, sv⟩ + ⟨v, v⟩,

that is,

(b − a)⟨v, sv⟩ = ⟨v, v⟩.

For normalised v the expectation value of s is 1/(b − a). In the example, the vector (1, 1, −2)/√6 has Y and Z eigenvalues 1 and −1, and its expectation value of t is (1 − 2 − 2)/6 = −1/2, as required.

Third, b = a + ε holds exactly when sv = εv. The operator s preserves length, since ⟨sv, sv⟩ = ⟨v, s²v⟩ = ⟨v, v⟩. If b = a + ε, the second step gives ε⟨v, sv⟩ = ⟨v, v⟩, and with ε real, ε² = 1 and ⟨sv, v⟩ = ⟨v, sv⟩,

⟨sv − εv, sv − εv⟩ = ⟨v, v⟩ − 2ε⟨v, sv⟩ + ε²⟨v, v⟩ = 0,

so sv = εv. Conversely, sv = εv turns the second step into (b − a)ε⟨v, v⟩ = ⟨v, v⟩, so (b − a)ε = 1 and b − a = ε.

Fourth, suppose v ≠ 0 has eigenvalues a, a + ε, a. The third step for s, X, Y gives sv = εv. It applies to t, Y, Z as well, because Y is symmetric, and the eigenvalue moves from a + ε to a = (a + ε) − ε, so tv = −εv. Then

sts v = ε(−ε)ε v = −εv,
tst v = (−ε)ε(−ε) v = εv.

The braid relation gives 2εv = 0, against v ≠ 0. The braid relation carries the conclusion: on V = ℂ the numbers s = 1, t = −1, X = a, Y = a + 1, Z = a with real a satisfy every other assumption and show the pattern.

## Neighbouring eigenvalues differ by at least one

The identity of the second step also bounds the difference b − a, the axial distance of tableau language. Cauchy–Schwarz and ‖sv‖ = ‖v‖ give |⟨v, sv⟩| ≤ ‖v‖², hence

‖v‖² = |b − a| |⟨v, sv⟩| ≤ |b − a| ‖v‖²,

and |b − a| ≥ 1 for v ≠ 0. In particular b ≠ a. Now take a chain of symmetric involutions s₀, …, sₙ₋₁ with braid relations between neighbours, and operators X₀, …, Xₙ with X₀ symmetric and sᵢXᵢ₊₁ = Xᵢsᵢ + 1. Symmetry passes from X₀ along the chain by the first step, and the eigenvalues c₀, …, cₙ on a nonzero joint eigenvector satisfy |cᵢ₊₁ − cᵢ| ≥ 1 and never contain (a, a ± 1, a) at consecutive places.

## Operators and relations in Lean

```lean
import Mathlib

open scoped InnerProductSpace

namespace ContentVectors

noncomputable section

variable {V : Type*} [NormedAddCommGroup V] [InnerProductSpace ℂ V]
```

The space `V` is a complex inner-product space with no condition on its dimension and no completeness. The bracket `⟪v, s v⟫_ℂ` is conjugate-linear in its first argument, as in Dirac notation. Operators are elements of `Module.End ℂ V`, linear maps defined on all of V, with `*` as composition and `1` as the identity. Continuity is not required, but an operator defined only on a dense domain is not such a map on the whole space; it is covered by taking as V a subspace of its domain that all the operators map into itself.

```lean
/-- A symmetric operator whose square is the identity. -/
structure IsReflection (s : Module.End ℂ V) : Prop where
  symm : LinearMap.IsSymmetric s
  invol : s * s = 1
```

`LinearMap.IsSymmetric s` means ⟨sx, y⟩ = ⟨x, sy⟩ for all x and y, which in finite dimension is hermiticity. `IsReflection s` adds s² = 1, the two properties of a transposition in a unitary representation.

```lean
/-- The relation `s Y = X s + 1` between an operator `X` and its successor `Y`. -/
def HeckeStep (s X Y : Module.End ℂ V) : Prop := s * Y = X * s + 1
```

`HeckeStep s X Y` is the relation sY = Xs + 1. It enters the general theorems as a hypothesis and is not derived there from a sum of transpositions. It is also not assumed that X and Y commute.

## The one-step lemmas

```lean
/-- If `s` is a symmetric involution, `X` is symmetric and `s Y = X s + 1`, then `Y` is
symmetric. -/
theorem next_symmetric {s X Y : Module.End ℂ V} (hs : IsReflection s)
    (hX : LinearMap.IsSymmetric X) (h : HeckeStep s X Y) : LinearMap.IsSymmetric Y := by
  have h' : s * Y = X * s + 1 := h
  have h1 : ∀ x, s (Y x) = X (s x) + x := fun x => LinearMap.congr_fun h' x
  have hss : ∀ x, s (s x) = x := fun x => LinearMap.congr_fun hs.invol x
  -- Y = s X s + s
  have e : ∀ x, Y x = s (X (s x)) + s x := fun x => by
    rw [← map_add, ← h1, hss]
  intro x y
  rw [e x, e y, inner_add_left, inner_add_right, hs.symm (X (s x)) y, hX (s x) (s y),
    hs.symm x (X (s y)), hs.symm x y]
```

This is the first step. The statement `e` is Y = sXs + s applied to a vector, and the last rewrite moves s, X and s across the inner product in turn. Because of this lemma, symmetry of Y and Z never has to be assumed.

```lean
/-- If `X` is symmetric, `s Y = X s + 1`, `X v = a v` and `Y v = b v`, then the diagonal
matrix element of `s` obeys `(b - a) ⟨v, s v⟩ = ⟨v, v⟩`. -/
theorem diagonal_element {s X Y : Module.End ℂ V} (hX : LinearMap.IsSymmetric X)
    (h : HeckeStep s X Y) {v : V} {a b : ℂ} (hXv : X v = a • v) (hYv : Y v = b • v) :
    (b - a) * ⟪v, s v⟫_ℂ = ⟪v, v⟫_ℂ := by
  by_cases hv : v = 0
  · simp [hv]
  -- the eigenvalue of the symmetric operator X is real
  have hreal : (starRingEnd ℂ) a = a := by
    have h0 : ⟪X v, v⟫_ℂ = ⟪v, X v⟫_ℂ := hX v v
    rw [hXv, inner_smul_left, inner_smul_right] at h0
    exact mul_right_cancel₀ (inner_self_ne_zero.2 hv) h0
  have h' : s * Y = X * s + 1 := h
  have h1 : s (Y v) = X (s v) + v := LinearMap.congr_fun h' v
  rw [hYv, map_smul] at h1
  have h2 : ⟪v, b • s v⟫_ℂ = ⟪v, X (s v) + v⟫_ℂ := by rw [h1]
  rw [inner_smul_right, inner_add_right, ← hX v (s v), hXv, inner_smul_left, hreal] at h2
  linear_combination h2
```

This is the second step. It asks nothing of s beyond the relation, and it includes v = 0, where both sides vanish. The eigenvalues `a` and `b` are complex numbers. `hreal` shows that a equals its conjugate, `h1` is b sv = X sv + v, and `h2` is its projection on v, rearranged by `linear_combination`.

```lean
/-- For a symmetric involution `s`, symmetric `X` and `s Y = X s + 1`, the eigenvalues `a`, `b`
of `X`, `Y` on a nonzero joint eigenvector satisfy `|b - a| ≥ 1`. -/
theorem one_le_axial_distance {s X Y : Module.End ℂ V} (hs : IsReflection s)
    (hX : LinearMap.IsSymmetric X) (h : HeckeStep s X Y) {v : V} {a b : ℂ} (hv : v ≠ 0)
    (hXv : X v = a • v) (hYv : Y v = b • v) : 1 ≤ ‖b - a‖ := by
  have d := diagonal_element hX h hXv hYv
  have hss : s (s v) = v := LinearMap.congr_fun hs.invol v
  have hiso : ⟪s v, s v⟫_ℂ = ⟪v, v⟫_ℂ := by rw [hs.symm v (s v), hss]
  have n : ∀ x : V, ‖⟪x, x⟫_ℂ‖ = ‖x‖ ^ 2 := fun x => by
    rw [inner_self_eq_norm_sq_to_K]
    simp
  have hn : ‖s v‖ = ‖v‖ :=
    (sq_eq_sq₀ (norm_nonneg _) (norm_nonneg _)).1 (by rw [← n, ← n, hiso])
  -- Cauchy-Schwarz bound on the diagonal element
  have cs : ‖⟪v, s v⟫_ℂ‖ ≤ ‖v‖ ^ 2 := by
    have h0 := norm_inner_le_norm (𝕜 := ℂ) v (s v)
    rwa [hn, ← sq] at h0
  have e : ‖b - a‖ * ‖⟪v, s v⟫_ℂ‖ = ‖v‖ ^ 2 := by rw [← norm_mul, d, n]
  have hpos : 0 < ‖v‖ ^ 2 := pow_pos (norm_pos_iff.2 hv) 2
  have hle : 1 * ‖v‖ ^ 2 ≤ ‖b - a‖ * ‖v‖ ^ 2 := by
    have := mul_le_mul_of_nonneg_left cs (norm_nonneg (b - a))
    linarith
  exact le_of_mul_le_mul_right hle hpos
```

Here `‖b - a‖` is the modulus of a complex number. `hiso` and `hn` say that s preserves length, `cs` is the Cauchy–Schwarz bound, `e` is the modulus of the diagonal identity, and the last line cancels the positive number ‖v‖².

```lean
/-- For a symmetric involution `s`, symmetric `X`, `s Y = X s + 1`, a sign `ε` and a nonzero
joint eigenvector `v` of `X`, `Y` with eigenvalues `a`, `b`: `b = a + ε` iff `s v = ε v`. -/
theorem adjacent_iff {s X Y : Module.End ℂ V} (hs : IsReflection s)
    (hX : LinearMap.IsSymmetric X) (h : HeckeStep s X Y) {v : V} {a b ε : ℂ}
    (hε : ε = 1 ∨ ε = -1) (hv : v ≠ 0) (hXv : X v = a • v) (hYv : Y v = b • v) :
    b = a + ε ↔ s v = ε • v := by
  have d := diagonal_element hX h hXv hYv
  have he : ε * ε = 1 := by rcases hε with rfl | rfl <;> simp
  constructor
  · intro hb
    rw [hb] at d
    have hc : (starRingEnd ℂ) ε = ε := by rcases hε with rfl | rfl <;> simp
    have hss : s (s v) = v := LinearMap.congr_fun hs.invol v
    have hiso : ⟪s v, s v⟫_ℂ = ⟪v, v⟫_ℂ := by rw [hs.symm v (s v), hss]
    have hsy : ⟪s v, v⟫_ℂ = ⟪v, s v⟫_ℂ := hs.symm v v
    -- the vector s v - ε v has zero length
    have h0 : ⟪s v - ε • v, s v - ε • v⟫_ℂ = 0 := by
      simp only [inner_sub_left, inner_sub_right, inner_smul_left, inner_smul_right, hc,
        hiso, hsy]
      linear_combination (-2) * d + ⟪v, v⟫_ℂ * he
    exact sub_eq_zero.1 (inner_self_eq_zero.1 h0)
  · intro hsv
    rw [hsv, inner_smul_right] at d
    have hq : ⟪v, v⟫_ℂ ≠ 0 := inner_self_ne_zero.2 hv
    have h2 : (b - a) * ε * ⟪v, v⟫_ℂ = 1 * ⟪v, v⟫_ℂ := by linear_combination d
    have h1 : (b - a) * ε = 1 := mul_right_cancel₀ hq h2
    linear_combination ε * h1 - (b - a) * he
```

The sign is a complex number `ε` with `ε = 1 ∨ ε = -1`. In the forward direction `h0` expands the squared length of sv − εv and closes it with −2 times the diagonal identity `d` together with ε² = 1, as in the third step. In the reverse direction ⟨v, v⟩ is cancelled to give `h1`, which is (b − a)ε = 1, and multiplication by ε finishes.

## The forbidden pattern

```lean
/-- Let `s`, `t` be symmetric involutions with `s t s = t s t`, `X` symmetric, `s Y = X s + 1`
and `t Z = Y t + 1`. A vector on which `X`, `Y`, `Z` act as `a`, `a + ε`, `a` with `ε = ±1`
is zero. -/
theorem forbidden_content {s t X Y Z : Module.End ℂ V} (hs : IsReflection s)
    (ht : IsReflection t) (hbraid : s * t * s = t * s * t) (hX : LinearMap.IsSymmetric X)
    (hXY : HeckeStep s X Y) (hYZ : HeckeStep t Y Z) {v : V} {a ε : ℂ} (hε : ε = 1 ∨ ε = -1)
    (hXv : X v = a • v) (hYv : Y v = (a + ε) • v) (hZv : Z v = a • v) : v = 0 := by
  by_contra hv
  have hε' : -ε = 1 ∨ -ε = -1 := by rcases hε with rfl | rfl <;> simp
  -- s and t act on v by opposite signs
  have h1 : s v = ε • v := (adjacent_iff hs hX hXY hε hv hXv hYv).1 rfl
  have h2 : t v = (-ε) • v :=
    (adjacent_iff ht (next_symmetric hs hX hXY) hYZ hε' hv hYv hZv).1 (by ring)
  -- which contradicts the braid relation
  have hb : s (t (s v)) = t (s (t v)) := LinearMap.congr_fun hbraid v
  simp only [h1, h2, map_smul, smul_smul] at hb
  rw [← sub_eq_zero, ← sub_smul, smul_eq_zero] at hb
  rcases hb with h | h
  · rcases hε with rfl | rfl <;> norm_num at h
  · exact hv h
```

In words: for reflections s and t with the braid relation `hbraid`, symmetric X and the two step relations `hXY` and `hYZ`, any vector on which X, Y, Z act as a, a + ε, a is zero. The eigenvector conditions are written as plain equations such as `X v = a • v`, which the zero vector satisfies, so the conclusion `v = 0` says that no joint eigenvector with this pattern exists. The proof follows the fourth step: `h1` is sv = εv, `h2` is tv = −εv, obtained with the sign `-ε` and the symmetry of Y from `next_symmetric`, and `hb` is the braid relation applied to v. After substitution the difference of the two scalar factors annihilates v, and that difference is nonzero for either sign.

## Chains of operators

```lean
/-- Let `s 0, …, s (n-1)` be symmetric involutions with braid relations between neighbours,
`X 0` symmetric and `s i X (i+1) = X i s i + 1`. The eigenvalues `c i` of the `X i` on a
nonzero joint eigenvector have neighbours at distance at least one and never form the pattern
`(a, a ± 1, a)`. -/
theorem content_vector_rules (n : ℕ) (s X : ℕ → Module.End ℂ V) (c : ℕ → ℂ) {v : V}
    (hs : ∀ i < n, IsReflection (s i))
    (hbraid : ∀ i, i + 1 < n → s i * s (i + 1) * s i = s (i + 1) * s i * s (i + 1))
    (hX : LinearMap.IsSymmetric (X 0)) (hstep : ∀ i < n, HeckeStep (s i) (X i) (X (i + 1)))
    (hv : v ≠ 0) (hc : ∀ i ≤ n, X i v = c i • v) :
    (∀ i < n, 1 ≤ ‖c (i + 1) - c i‖) ∧
      ∀ i, i + 1 < n → c (i + 2) = c i → c (i + 1) ≠ c i + 1 ∧ c (i + 1) ≠ c i - 1 := by
  have hsym : ∀ i, i ≤ n → LinearMap.IsSymmetric (X i) := by
    intro i
    induction i with
    | zero => exact fun _ => hX
    | succ k ih =>
      exact fun hk => next_symmetric (hs k (by omega)) (ih (by omega)) (hstep k (by omega))
  refine ⟨fun i hi => one_le_axial_distance (hs i hi) (hsym i hi.le) (hstep i hi) hv
    (hc i hi.le) (hc (i + 1) hi), fun i hi h2 => ?_⟩
  have key : ∀ ε : ℂ, (ε = 1 ∨ ε = -1) → c (i + 1) ≠ c i + ε := by
    intro ε hε h1
    have hY := hc (i + 1) hi.le
    have hZ := hc (i + 2) hi
    rw [h1] at hY
    rw [h2] at hZ
    exact hv (forbidden_content (hs i (by omega)) (hs (i + 1) hi) (hbraid i hi)
      (hsym i (by omega)) (hstep i (by omega)) (hstep (i + 1) hi) hε (hc i (by omega)) hY hZ)
  exact ⟨key 1 (Or.inl rfl), by rw [sub_eq_add_neg]; exact key (-1) (Or.inr rfl)⟩
```

The families `s`, `X` and `c` are indexed by natural numbers, and only `s i` for i < n and `X i`, `c i` for i ≤ n are constrained, which corresponds to n + 1 permuted objects. The first conclusion is |cᵢ₊₁ − cᵢ| ≥ 1. The second says that cᵢ₊₂ = cᵢ excludes both cᵢ₊₁ = cᵢ + 1 and cᵢ₊₁ = cᵢ − 1. For n = 0 both conclusions are empty, for n = 1 only the first has content, and n = 2 is the case of three operators. The induction `hsym` propagates symmetry, and `key` applies `forbidden_content` at positions i, i + 1, i + 2.

These two rules are necessary conditions and fall short of characterising the content vectors of standard tableaux. Only symmetry is asked of `X 0`, and adding one real constant to every Xᵢ preserves all the hypotheses, so neither c₀ = 0 nor integer values can follow. Commutation of distant sᵢ and sⱼ is not assumed, nothing is said about equal eigenvalues more than two places apart, and no eigenvector is constructed for a list that obeys the rules.

## The three-dimensional example

```lean
/-- The operator on `ℂ³` that exchanges the coordinates `i` and `j`. -/
def transp (i j : Fin 3) : Module.End ℂ (EuclideanSpace ℂ (Fin 3)) where
  toFun v := WithLp.toLp 2 fun k => v (Equiv.swap i j k)
  map_add' _ _ := by rfl
  map_smul' _ _ := by rfl
```

The operator `transp i j` exchanges coordinates i and j of a vector in ℂ³ with the standard inner product, so s is `transp 0 1` and t is `transp 1 2`.

```lean
/-- The vector `(1, 1, -2)` in `ℂ³`. -/
def mixedVec : EuclideanSpace ℂ (Fin 3) := !₂[1, 1, -2]
```

`mixedVec` is not normalised. Its squared length is 6, and the unit vector is (1, 1, −2)/√6.

```lean
/-- The distinct transpositions `s = (0 1)`, `t = (1 2)` of `ℂ³` with `X = 0`, `Y = s`,
`Z = t + t s t` satisfy all the relations, and `Y`, `Z` act on the nonzero vector `(1, 1, -2)`
as `1` and `-1`. -/
theorem relations_witness :
    IsReflection (transp 0 1) ∧ IsReflection (transp 1 2) ∧ transp 0 1 ≠ transp 1 2 ∧
    transp 0 1 * transp 1 2 * transp 0 1 = transp 1 2 * transp 0 1 * transp 1 2 ∧
    LinearMap.IsSymmetric (0 : Module.End ℂ (EuclideanSpace ℂ (Fin 3))) ∧
    HeckeStep (transp 0 1) 0 (transp 0 1) ∧
    HeckeStep (transp 1 2) (transp 0 1) (transp 1 2 + transp 1 2 * transp 0 1 * transp 1 2) ∧
    mixedVec ≠ 0 ∧ transp 0 1 mixedVec = (1 : ℂ) • mixedVec ∧
    (transp 1 2 + transp 1 2 * transp 0 1 * transp 1 2) mixedVec = (-1 : ℂ) • mixedVec := by
  have ap : ∀ (i j k : Fin 3) (v : EuclideanSpace ℂ (Fin 3)),
      transp i j v k = v (Equiv.swap i j k) := fun _ _ _ _ => rfl
  have hr : ∀ i j, IsReflection (transp i j) := fun i j =>
    ⟨fun x y => by
      simp only [PiLp.inner_apply, ap]
      exact Fintype.sum_equiv (Equiv.swap i j) _ _ fun k => by simp,
    LinearMap.ext fun v => by ext k; simp [ap]⟩
  refine ⟨hr 0 1, hr 1 2, fun h => ?_, LinearMap.ext fun v => ?_, fun x y => by simp, ?_, ?_,
    fun h => ?_, ?_, ?_⟩
  · have h1 : transp 0 1 !₂[1, 0, 0] 1 = transp 1 2 !₂[1, 0, 0] 1 := by rw [h]
    simp [ap] at h1
  · ext k
    fin_cases k <;> simp [ap, Equiv.swap_apply_def]
  · unfold HeckeStep
    rw [(hr 0 1).invol, zero_mul, zero_add]
  · unfold HeckeStep
    rw [mul_add, ← mul_assoc, ← mul_assoc, (hr 1 2).invol, one_mul, add_comm]
  · have h1 : mixedVec 0 = 0 := by rw [h]; rfl
    simp [mixedVec] at h1
  · ext k
    fin_cases k <;> simp [ap, mixedVec, Equiv.swap_apply_def]
  · ext k
    fin_cases k <;> simp [ap, mixedVec, Equiv.swap_apply_def] <;> norm_num

end

end ContentVectors
```

The theorem states that s and t are distinct reflections with the braid relation, that X = 0, Y = s and Z = t + tst satisfy both step relations, and that the nonzero vector (1, 1, −2) has eigenvalue 1 under Y and −1 under Z. Its eigenvalue under X = 0 is 0, so the list is (0, 1, −1), with successive differences 1 and −2. The relations therefore admit s ≠ t and nonzero joint eigenvectors, and the general theorem excludes particular patterns and not all of them. Symmetry of a transposition is a reindexing of the sum in the inner product (`Fintype.sum_equiv`), the two step relations follow algebraically from s² = t² = 1, and the remaining identities are checked coordinate by coordinate.

```lean
#print axioms ContentVectors.content_vector_rules
```

```
'ContentVectors.content_vector_rules' depends on axioms: [propext, Classical.choice, Quot.sound]
```
